# A k-fold modulated ring density has an orientation-dependent local exchange energy on 2k azimuthal nodes

Points on a ring are labelled by the azimuthal angle $\varphi$ in radians. Densities and energies are real numbers, while the number of nodes $N$ and the order of the modulation $k$ are natural numbers.

```lean
import Mathlib

open Finset Real

namespace AzimuthalXCQuadrature

noncomputable section
```

The nodes are equally spaced and start at zero:

$$\varphi_j = \frac{2\pi j}{N}, \qquad j = 0, \dots, N-1.$$

```lean
/-- The azimuthal node `2 π j / N`. -/
def node (N j : ℕ) : ℝ := 2 * π * j / N
```

All nodes carry the same weight, so the node mean of a function $g$ is $\frac1N\sum_{j=0}^{N-1} g(\varphi_j)$. In Lean, `range N` is the index set $0,\dots,N-1$.

```lean
/-- The equal-weight mean of a function over the `N` azimuthal nodes. -/
def nodeMean (N : ℕ) (g : ℝ → ℝ) : ℝ := (∑ j ∈ range N, g (node N j)) / N
```

For $k\ge1$ the density has mean $a$ and a single Fourier mode of amplitude $b$, rotated by the angle $\alpha$ (for $k=0$ the formula gives the constant $a+b$):

$$n_\alpha(\varphi) = a + b\cos\big(k(\varphi-\alpha)\big).$$

```lean
/-- For `k ≥ 1`, a density on a ring with mean `a` and a `k`-fold modulation of amplitude `b`,
rotated by the angle `α`. -/
def density (a b : ℝ) (k : ℕ) (α φ : ℝ) : ℝ := a + b * cos (k * (φ - α))
```

A local energy density $F$ assigns an energy per volume to each value of the density, as in the local density approximation. Gradient corrections and spin polarisation are not covered. The node energy is the node mean of $F(n(\varphi))$; radial and polar weights are left out, since they are constant on one ring.

```lean
/-- The exchange-correlation energy of the density `n` on `N` nodes, for the local
energy density `F`. -/
def nodeXC (N : ℕ) (F n : ℝ → ℝ) : ℝ := nodeMean N (fun φ => F (n φ))
```

The reference value is the mean over the full circle, $\frac{1}{2\pi}\int_0^{2\pi}F(n(\varphi))\,d\varphi$.

```lean
/-- The exchange-correlation energy of the density `n` averaged over the full circle. -/
def exactXC (F n : ℝ → ℝ) : ℝ := (∫ φ in (0 : ℝ)..(2 * π), F (n φ)) / (2 * π)
```

## What 2k nodes see of the modulation

Let $N=2k$ with $k\ge1$. At a node, the argument of the cosine is

$$k(\varphi_j-\alpha) = k\,\frac{2\pi j}{2k} - k\alpha = j\pi - k\alpha,$$

and $\cos(j\pi - x) = (-1)^j\cos x$. Hence

$$n_\alpha(\varphi_j) = a + (-1)^j\, b\cos k\alpha .$$

The proof establishes the first identity as `harg` and then applies the cosine rule.

```lean
/-- On `2k` nodes the `k`-fold modulation is seen only as an alternating sign times
`b cos (k α)`. -/
theorem density_at_node {k : ℕ} (hk : 0 < k) (a b α : ℝ) (j : ℕ) :
    density a b k α (node (2 * k) j) = a + (-1) ^ j * (b * cos (k * α)) := by
  have hk' : (k : ℝ) ≠ 0 := by exact_mod_cast hk.ne'
  have harg : (k : ℝ) * (node (2 * k) j - α) = j * π - k * α := by
    unfold node
    push_cast
    field_simp
  unfold density
  rw [harg, Real.cos_nat_mul_pi_sub]
  ring
```

Write $c = b\cos k\alpha$. Even nodes sample $a+c$ and odd nodes $a-c$, and there are $k$ of each, so

$$\sum_{j=0}^{2k-1}F\big(a+(-1)^jc\big) = k\,\big[F(a+c)+F(a-c)\big].$$

The proof is by induction on $k$: each step adds one even and one odd node.

```lean
/-- A sum over `2k` alternating samples consists of `k` equal pairs. -/
theorem sum_alternating (F : ℝ → ℝ) (a c : ℝ) (k : ℕ) :
    ∑ j ∈ range (2 * k), F (a + (-1) ^ j * c) = k * (F (a + c) + F (a - c)) := by
  induction k with
  | zero => simp
  | succ k ih =>
    have h0 : ((-1 : ℝ)) ^ (2 * k) = 1 := by rw [pow_mul]; norm_num
    have h1 : ((-1 : ℝ)) ^ (2 * k + 1) = -1 := by rw [pow_succ, h0]; norm_num
    have e0 : a + 1 * c = a + c := by ring
    have e1 : a + -1 * c = a - c := by ring
    rw [show 2 * (k + 1) = 2 * k + 1 + 1 by ring, sum_range_succ, sum_range_succ, ih,
      h0, h1, e0, e1]
    push_cast
    ring
```

Division by $2k$ gives the node energy in closed form:

$$\frac{F(a+b\cos k\alpha)+F(a-b\cos k\alpha)}{2}.$$

The theorem holds for every function $F$, with no continuity or convexity assumed.

```lean
/-- For any local energy density `F`, the energy on `2k` nodes is the mean of `F` at the
two densities `a ± b cos (k α)`. -/
theorem nodeXC_eq {k : ℕ} (hk : 0 < k) (F : ℝ → ℝ) (a b α : ℝ) :
    nodeXC (2 * k) F (density a b k α) =
      (F (a + b * cos (k * α)) + F (a - b * cos (k * α))) / 2 := by
  have hk' : (k : ℝ) ≠ 0 := by exact_mod_cast hk.ne'
  unfold nodeXC nodeMean
  simp only [density_at_node hk]
  rw [sum_alternating]
  push_cast
  field_simp
```

Two choices of $F$, with $a=0$ and $b=1$, show where the orientation enters. The sampled function is then the bare cosine, which takes negative values and is not itself a physical density. For $F(x)=x$ the two samples cancel and the mean is $0$. For $F(x)=x^2$ they are equal, and

$$\cos^2 k\alpha = \frac{1+\cos 2k\alpha}{2} = \frac{1+\cos N\alpha}{2}.$$

The square contains the harmonic $\cos\big(N(\varphi-\alpha)\big)$, which takes the same value $\cos N\alpha$ at every node and is therefore not averaged away. The Lean proof obtains both means from the closed form and the double-angle formula.

```lean
/-- On `N = 2k` nodes a rotated `k`-fold cosine averages to zero, while its square
averages to `(1 + cos (N α)) / 2`. -/
theorem nodeMean_cos_and_sq {k : ℕ} (hk : 0 < k) (α : ℝ) :
    nodeMean (2 * k) (fun φ => cos (k * (φ - α))) = 0 ∧
    nodeMean (2 * k) (fun φ => cos (k * (φ - α)) ^ 2) =
      (1 + cos (((2 * k : ℕ) : ℝ) * α)) / 2 := by
  constructor
  · have h := nodeXC_eq hk (fun x => x) 0 1 α
    simp only [nodeXC, density, zero_add, one_mul] at h
    rw [h]
    ring
  · have h := nodeXC_eq hk (fun x => x ^ 2) 0 1 α
    simp only [nodeXC, density, zero_add, one_mul] at h
    have harg : ((2 * k : ℕ) : ℝ) * α = 2 * (k * α) := by push_cast; ring
    rw [h, harg, Real.cos_two_mul]
    ring
```

## The full-circle energy is invariant

Rotating the density shifts its argument, $n_\alpha(\varphi)=n_0(\varphi-\alpha)$. Substituting $\varphi' = \varphi-\alpha$ gives

$$\int_0^{2\pi}F(n_\alpha(\varphi))\,d\varphi = \int_{-\alpha}^{2\pi-\alpha}F(n_0(\varphi'))\,d\varphi' = \int_0^{2\pi}F(n_0(\varphi'))\,d\varphi'.$$

The last equality holds because $F(n_0)$ has period $2\pi$ and both windows have that length. In the code, `hper` is the periodicity, `hshift` the shift of the argument, and the `calc` block the chain of integrals. If $F(n_\alpha)$ is not integrable, Lean assigns the integral the value zero, so the equality has physical content only for integrable energy densities.

```lean
/-- The energy averaged over the full circle does not depend on the orientation `α` of
the density. -/
theorem exactXC_rotation_invariant (F : ℝ → ℝ) (a b : ℝ) (k : ℕ) (α : ℝ) :
    exactXC F (density a b k α) = exactXC F (density a b k 0) := by
  have hper : Function.Periodic (fun φ => F (density a b k 0 φ)) (2 * π) := by
    intro φ
    simp only [density]
    rw [show (k : ℝ) * (φ + 2 * π - 0) = k * (φ - 0) + k * (2 * π) by ring,
      Real.cos_add_nat_mul_two_pi]
  have hshift : ∀ φ, density a b k α φ = density a b k 0 (φ - α) := by
    intro φ
    simp [density]
  have hint : (∫ φ in (0 : ℝ)..(2 * π), F (density a b k α φ)) =
      ∫ φ in (0 : ℝ)..(2 * π), F (density a b k 0 φ) := by
    -- a rotation moves the integration window, which periodicity moves back
    calc (∫ φ in (0 : ℝ)..(2 * π), F (density a b k α φ))
        = ∫ φ in (0 : ℝ)..(2 * π), F (density a b k 0 (φ - α)) := by
          congr 1
          funext φ
          rw [hshift φ]
      _ = ∫ φ in (0 - α)..(2 * π - α), F (density a b k 0 φ) :=
          intervalIntegral.integral_comp_sub_right (fun φ => F (density a b k 0 φ)) α
      _ = ∫ φ in (0 : ℝ)..(2 * π), F (density a b k 0 φ) := by
          have h := hper.intervalIntegral_add_eq (0 - α) 0
          rw [show 2 * π - α = 0 - α + 2 * π by ring, h, zero_add]
  unfold exactXC
  rw [hint]
```

Any dependence of the node energy on $\alpha$ is therefore an error of the quadrature.

## Strict convexity orders the orientations

At $\alpha=\pi/(2k)$ we have $k\alpha=\pi/2$ and $\cos k\alpha=0$. Every node then lies on a zero of the modulation, the grid sees a uniform density $a$, and the node energy is $F(a)$.

At an orientation with $\cos k\alpha\neq0$, the grid samples the two densities $a\pm c$. They differ because $b\ne0$ makes $c\neq0$, and they are nonnegative because $|c|\le|b|\le a$. Their midpoint is $a$, so strict convexity gives

$$F(a) < \frac{F(a+c)+F(a-c)}{2}.$$

The hypotheses have direct physical readings: `hb` says that the density is really modulated, and `hab` that it is nowhere negative. Strict convexity is required only on `Set.Ici 0`, the set of nonnegative densities. It is an assumption on the functional.

The proof evaluates the cosine at the special orientation (`hzero`) and inserts the closed form on both sides. It then names the modulation `c`, checks that both samples are admissible and distinct, and applies strict convexity with weights $1/2$.

```lean
/-- For a strictly convex energy density and a modulated nonnegative density, the energy
on `2k` nodes at orientation `π / (2k)` lies strictly below that at every orientation `α`
with `cos (k α) ≠ 0`. -/
theorem nodeXC_breaks_rotation {k : ℕ} (hk : 0 < k) {F : ℝ → ℝ}
    (hF : StrictConvexOn ℝ (Set.Ici 0) F) {a b α : ℝ} (hb : b ≠ 0) (hab : |b| ≤ a)
    (hα : cos (k * α) ≠ 0) :
    nodeXC (2 * k) F (density a b k (π / (2 * k))) <
      nodeXC (2 * k) F (density a b k α) := by
  have hk' : (k : ℝ) ≠ 0 := by exact_mod_cast hk.ne'
  have hzero : cos ((k : ℝ) * (π / (2 * k))) = 0 := by
    rw [show (k : ℝ) * (π / (2 * k)) = π / 2 by field_simp, Real.cos_pi_div_two]
  rw [nodeXC_eq hk, nodeXC_eq hk, hzero, mul_zero, add_zero, sub_zero]
  have hc : b * cos (k * α) ≠ 0 := mul_ne_zero hb hα
  have hle : |b * cos (k * α)| ≤ a := by
    rw [abs_mul]
    exact (mul_le_of_le_one_right (abs_nonneg b) (Real.abs_cos_le_one _)).trans hab
  generalize b * cos (k * α) = c at hc hle ⊢
  obtain ⟨h1, h2⟩ := abs_le.mp hle
  have hx : a + c ∈ Set.Ici (0 : ℝ) := by
    rw [Set.mem_Ici]; linarith
  have hy : a - c ∈ Set.Ici (0 : ℝ) := by
    rw [Set.mem_Ici]; linarith
  have hxy : a + c ≠ a - c := fun h => hc (by linarith)
  -- the mean density is the midpoint of the two sampled densities
  have h := hF.2 hx hy hxy (by norm_num : (0 : ℝ) < 1 / 2)
    (by norm_num : (0 : ℝ) < 1 / 2) (by norm_num)
  simp only [smul_eq_mul] at h
  rw [show 1 / 2 * (a + c) + 1 / 2 * (a - c) = a by ring] at h
  linarith
```

## Local exchange reverses the order

The local exchange energy density is $-C\,n^{4/3}$ with $C>0$. The constant $C$ stands for the prefactor of the exchange energy of the uniform electron gas; only its sign matters here. Since $4/3>1$, the function $n^{4/3}$ is strictly convex for $n\ge0$. For a modulated nonnegative density, that is for $b\neq0$ and $|b|\le a$, and an orientation with $\cos k\alpha\neq0$, the previous inequality gives

$$a^{4/3} < \frac{(a+c)^{4/3}+(a-c)^{4/3}}{2}.$$

Multiplication by $-C$ reverses it:

$$-C\,\frac{(a+c)^{4/3}+(a-c)^{4/3}}{2} < -C\,a^{4/3}.$$

The orientation at which the grid sees a uniform density now has the higher energy. In the proof, `hF` supplies the convexity of the power and `hscale` takes the factor $-C$ out of the node energy.

```lean
/-- For the local exchange energy density `-C n^(4/3)`, the energy on `2k` nodes at every
orientation `α` with `cos (k α) ≠ 0` lies strictly below that at `π / (2k)`. -/
theorem exchange_breaks_rotation {k : ℕ} (hk : 0 < k) {C a b α : ℝ} (hC : 0 < C)
    (hb : b ≠ 0) (hab : |b| ≤ a) (hα : cos (k * α) ≠ 0) :
    nodeXC (2 * k) (fun n => -(C * n ^ (4 / 3 : ℝ))) (density a b k α) <
      nodeXC (2 * k) (fun n => -(C * n ^ (4 / 3 : ℝ))) (density a b k (π / (2 * k))) := by
  have hF : StrictConvexOn ℝ (Set.Ici 0) (fun n : ℝ => n ^ (4 / 3 : ℝ)) :=
    strictConvexOn_rpow (by norm_num)
  have h := mul_lt_mul_of_pos_left (nodeXC_breaks_rotation hk hF hb hab hα) hC
  -- the factor -C reverses the order of the two energies
  have hscale : ∀ β, nodeXC (2 * k) (fun n => -(C * n ^ (4 / 3 : ℝ))) (density a b k β) =
      -(C * nodeXC (2 * k) (fun n => n ^ (4 / 3 : ℝ)) (density a b k β)) := by
    intro β
    rw [nodeXC_eq hk, nodeXC_eq hk]
    ring
  rw [hscale, hscale]
  exact neg_lt_neg h

end

end AzimuthalXCQuadrature
```

In a projector augmented-wave (PAW) calculation that evaluates the on-site exchange-correlation energy on an angular grid, an error of this kind can make the energy depend on how the atomic density is oriented relative to the grid; the model shows it for one ring, one Fourier mode and exactly $2k$ nodes.

```lean
#print axioms AzimuthalXCQuadrature.nodeMean_cos_and_sq
-- 'AzimuthalXCQuadrature.nodeMean_cos_and_sq' depends on axioms: [propext, Classical.choice, Quot.sound]
#print axioms AzimuthalXCQuadrature.exactXC_rotation_invariant
-- 'AzimuthalXCQuadrature.exactXC_rotation_invariant' depends on axioms: [propext, Classical.choice, Quot.sound]
#print axioms AzimuthalXCQuadrature.exchange_breaks_rotation
-- 'AzimuthalXCQuadrature.exchange_breaks_rotation' depends on axioms: [propext, Classical.choice, Quot.sound]
```
